# At fixed electron number, a single-crossing outward shift of a continuous isotropic momentum density lowers the Compton peak and raises the kinetic energy

**Q.** If I know only that two momentum densities hold the same number of electrons, a lower Compton peak doesn't tell me the sign of the kinetic-energy change. A difference that changes sign twice can lower both. What rules that out here?

**A.** A condition on the shape of the difference. Let \(\rho_0\) be the uncorrelated and \(\rho_1\) the correlated density, both continuous on \([0,P]\), and let \(D=\rho_0-\rho_1\). Assume that \(D\) is not identically zero, with \(D\ge0\) up to some \(p_0\), where \(0<p_0<P\), and \(D\le0\) from there on. This stands for correlation promoting electrons from low to high momentum. Equal electron number means \(\int_0^P p^2D\,dp=0\).

**Q.** How do the signs follow?

**A.** In atomic units and the impulse approximation, the changes in peak height \(J(0)\) and kinetic energy \(T\) are

\[
J_0(0)-J_1(0)=2\pi\int_0^P pD\,dp,\qquad
T_0-T_1=4\pi\int_0^P p^2\,\frac{p^2}{2}\,D\,dp=2\pi\int_0^P p^4D\,dp .
\]

Since \(\int p^2D=0\), we may add any multiple of \(p^2\) to the weight:

\[
p_0^2\int_0^P pD\,dp=\int_0^P p_0\,p\,(p_0-p)\,D\,dp,
\]
\[
-p_0^2\int_0^P p^4D\,dp=\int_0^P p_0^2p^2(p_0^2-p^2)\,D\,dp .
\]

Both new weights are positive for \(0<p<p_0\) and negative above \(p_0\), so neither integrand is ever negative. Continuity prevents \(D\) from being nonzero at the origin alone, and \(D(p_0)=0\). Hence each integrand is positive somewhere and, being continuous, has a positive integral. The peak falls and the kinetic energy rises.

**Q.** Do the Lean definitions carry the right factors?

**A.** They are the radial integrals above. `electronNumber` has the full \(4\pi p^2\), `comptonProfile` is \(J(q)=2\pi\int_q^P p\rho\,dp\) for \(0\le q\le P\), and `kineticEnergy` weights the density by \(p^2/2\).

```lean
import Mathlib

open MeasureTheory Set

namespace ComptonCorrelation

noncomputable section

/-- Number of electrons in an isotropic momentum density `ρ` supported on `[0, P]`. -/
def electronNumber (ρ : ℝ → ℝ) (P : ℝ) : ℝ :=
  4 * Real.pi * ∫ p in (0 : ℝ)..P, p ^ 2 * ρ p

/-- Compton profile `J(q)`, for `0 ≤ q ≤ P`, of an isotropic momentum density
supported on `[0, P]`, in the impulse approximation. -/
def comptonProfile (ρ : ℝ → ℝ) (P q : ℝ) : ℝ :=
  2 * Real.pi * ∫ p in q..P, p * ρ p

/-- Kinetic energy, in atomic units, of an isotropic momentum density `ρ` supported on `[0, P]`: the
integral of `p² / 2` over that density. -/
def kineticEnergy (ρ : ℝ → ℝ) (P : ℝ) : ℝ :=
  4 * Real.pi * ∫ p in (0 : ℝ)..P, p ^ 2 * (p ^ 2 / 2 * ρ p)
```

**Q.** And where is correlation?

**A.** Only in the sign pattern, which is assumed and not derived from a Hamiltonian. `SingleCrossing` records it; continuity and equal electron number are separate hypotheses.

```lean
/-- The density difference `D` does not vanish identically on `[0, P]`, is nonnegative up to
an interior momentum `p₀`, and is nonpositive from there on. -/
structure SingleCrossing (D : ℝ → ℝ) (p₀ P : ℝ) : Prop where
  pos : 0 < p₀
  lt : p₀ < P
  nonzero : ∃ p ∈ Icc 0 P, D p ≠ 0
  low : ∀ p ∈ Icc 0 p₀, 0 ≤ D p
  high : ∀ p ∈ Icc p₀ P, D p ≤ 0
```

**Q.** Which lemma does the physical work?

**A.** The next one: a weight that changes sign with \(D\) gives a positive integral. If \(D\) vanished on \((0,P]\), then \(\int D^2\) would be zero, yet continuity and a nonzero value at the origin would make it positive. That contradiction supplies the point needed by `intervalIntegral.integral_pos`.

```lean
/-- A continuous density difference with a single crossing at `p₀` has a positive integral
against any continuous weight that is positive between `0` and `p₀` and negative above `p₀`. -/
theorem weighted_integral_pos {D w : ℝ → ℝ} {p₀ P : ℝ}
    (hD : ContinuousOn D (Icc 0 P)) (hc : SingleCrossing D p₀ P)
    (hw : ContinuousOn w (Icc 0 P))
    (hlow : ∀ p, 0 < p → p < p₀ → 0 < w p) (hhigh : ∀ p, p₀ < p → p ≤ P → w p < 0) :
    0 < ∫ p in (0 : ℝ)..P, w p * D p := by
  have hP : 0 < P := hc.pos.trans hc.lt
  have hzero : D p₀ = 0 :=
    le_antisymm (hc.high p₀ ⟨le_rfl, hc.lt.le⟩) (hc.low p₀ ⟨hc.pos.le, le_rfl⟩)
  -- by continuity `D` cannot be nonzero at the origin alone
  have hex : ∃ c ∈ Ioc 0 P, D c ≠ 0 := by
    by_contra hcon
    have hall : ∀ x ∈ Ioc 0 P, D x = 0 := fun x hx => by
      by_contra hx0
      exact hcon ⟨x, hx, hx0⟩
    obtain ⟨c, hcI, hc0⟩ := hc.nonzero
    have h1 : 0 < ∫ p in (0 : ℝ)..P, D p ^ 2 :=
      intervalIntegral.integral_pos hP (hD.pow 2) (fun x _ => sq_nonneg (D x))
        ⟨c, hcI, by positivity⟩
    have h2 : ∫ p in (0 : ℝ)..P, D p ^ 2 = 0 := by
      apply intervalIntegral.integral_zero_ae
      refine Filter.Eventually.of_forall fun x hx => ?_
      rw [uIoc_of_le hP.le] at hx
      simp [hall x hx]
    linarith
  -- the weight and `D` change sign together
  have hnn : ∀ x ∈ Ioc 0 P, 0 ≤ w x * D x := by
    intro x hx
    rcases lt_trichotomy x p₀ with h | h | h
    · exact mul_nonneg (hlow x hx.1 h).le (hc.low x ⟨hx.1.le, h.le⟩)
    · rw [h, hzero, mul_zero]
    · exact mul_nonneg_of_nonpos_of_nonpos (hhigh x h hx.2).le (hc.high x ⟨h.le, hx.2⟩)
  obtain ⟨c, hcI, hc0⟩ := hex
  have hwc : w c ≠ 0 := by
    rcases lt_trichotomy c p₀ with h | h | h
    · exact (hlow c hcI.1 h).ne'
    · exact absurd (h ▸ hzero) hc0
    · exact (hhigh c h hcI.2).ne
  exact intervalIntegral.integral_pos hP (hw.mul hD) hnn
    ⟨c, ⟨hcI.1.le, hcI.2⟩, lt_of_le_of_ne (hnn c hcI) (mul_ne_zero hwc hc0).symm⟩
```

Subtracting the multiple of \(p^2\) is linearity of the integral.

```lean
/-- For a continuous `D`, the integral against `a pᵏ - b p²` is the same combination of the
two radial moments. -/
theorem integral_reweighted {D : ℝ → ℝ} {P : ℝ} (hP : 0 ≤ P)
    (hD : ContinuousOn D (Icc 0 P)) (k : ℕ) (a b : ℝ) :
    ∫ p in (0 : ℝ)..P, (a * p ^ k - b * p ^ 2) * D p =
      a * (∫ p in (0 : ℝ)..P, p ^ k * D p) - b * (∫ p in (0 : ℝ)..P, p ^ 2 * D p) := by
  have h : ∀ n : ℕ, IntervalIntegrable (fun p => p ^ n * D p) volume 0 P := fun n =>
    ((continuous_pow n).continuousOn.mul hD).intervalIntegrable_of_Icc hP
  rw [← intervalIntegral.integral_const_mul, ← intervalIntegral.integral_const_mul,
    ← intervalIntegral.integral_sub ((h k).const_mul a) ((h 2).const_mul b)]
  refine intervalIntegral.integral_congr fun p _ => ?_
  ring
```

For powers 0 and 1, `interval_cases k` separates the two weights and `nlinarith` checks their signs from the factored forms.

```lean
/-- If a continuous density difference has a single crossing and carries no net electron
number, its radial moments with `p⁰` and `p¹` are positive. -/
theorem low_moment_pos {D : ℝ → ℝ} {p₀ P : ℝ} (hD : ContinuousOn D (Icc 0 P))
    (hc : SingleCrossing D p₀ P) (hN : ∫ p in (0 : ℝ)..P, p ^ 2 * D p = 0)
    {k : ℕ} (hk : k < 2) : 0 < ∫ p in (0 : ℝ)..P, p ^ k * D p := by
  have h0 := hc.pos
  have key := weighted_integral_pos (w := fun p => p₀ ^ 2 * p ^ k - p₀ ^ k * p ^ 2) hD hc
    (by fun_prop)
    (fun p hp h => by
      interval_cases k
      · nlinarith [mul_pos (sub_pos.2 h) (add_pos h0 hp)]
      · nlinarith [mul_pos (mul_pos h0 hp) (sub_pos.2 h)])
    (fun p h _ => by
      have hp : 0 < p := h0.trans h
      interval_cases k
      · nlinarith [mul_pos (sub_pos.2 h) (add_pos h0 hp)]
      · nlinarith [mul_pos (mul_pos h0 hp) (sub_pos.2 h)])
  rw [integral_reweighted (h0.trans hc.lt).le hD, hN, mul_zero, sub_zero] at key
  exact (mul_pos_iff_of_pos_left (pow_pos h0 2)).mp key
```

For higher powers, write \(k=m+3\). The weight is \(p_0^2p^2(p_0^{m+1}-p^{m+1})\), and monotonicity of powers gives its sign.

```lean
/-- If a continuous density difference has a single crossing and carries no net electron
number, every radial moment with a power of `p` above the second is negative. -/
theorem high_moment_neg {D : ℝ → ℝ} {p₀ P : ℝ} (hD : ContinuousOn D (Icc 0 P))
    (hc : SingleCrossing D p₀ P) (hN : ∫ p in (0 : ℝ)..P, p ^ 2 * D p = 0)
    {k : ℕ} (hk : 2 < k) : ∫ p in (0 : ℝ)..P, p ^ k * D p < 0 := by
  have h0 := hc.pos
  obtain ⟨m, rfl⟩ : ∃ m, k = m + 3 := ⟨k - 3, by omega⟩
  have key := weighted_integral_pos
    (w := fun p => (-p₀ ^ 2) * p ^ (m + 3) - (-p₀ ^ (m + 3)) * p ^ 2) hD hc
    (by fun_prop)
    (fun p hp h => by
      have h1 : p ^ (m + 1) < p₀ ^ (m + 1) :=
        pow_lt_pow_left₀ h hp.le (Nat.succ_ne_zero m)
      have h2 := mul_pos (mul_pos (pow_pos h0 2) (pow_pos hp 2)) (sub_pos.2 h1)
      linear_combination h2)
    (fun p h _ => by
      have h1 : p₀ ^ (m + 1) < p ^ (m + 1) :=
        pow_lt_pow_left₀ h h0.le (Nat.succ_ne_zero m)
      have h2 := mul_pos (mul_pos (pow_pos h0 2) (pow_pos (h0.trans h) 2)) (sub_pos.2 h1)
      linear_combination h2)
  rw [integral_reweighted (h0.trans hc.lt).le hD, hN, mul_zero, sub_zero, neg_mul] at key
  have h3 : 0 < -(∫ p in (0 : ℝ)..P, p ^ (m + 3) * D p) :=
    (mul_pos_iff_of_pos_left (pow_pos h0 2)).mp (by linarith)
  linarith
```

This also yields a neighbouring result: with \(k=6\), the expectation of \(p^4\) rises, so the first-order mass–velocity correction \(-\langle p^4\rangle/(8c^2)\), with \(c\) the speed of light, becomes more negative.

**Q.** Does the main theorem speak of observables or only of moments?

**A.** Of observables: its conclusion is a strictly lower `comptonProfile` at `q = 0` and a strictly higher `kineticEnergy` for `ρ₁`. In the proof, `hdiff` turns moments of \(D\) into differences of moments, `hN'` cancels \(4\pi\) from the number condition, and `hkin` exposes the fourth power.

```lean
/-- Let two continuous momentum densities have equal electron number, and let `ρ₀ - ρ₁` have a
single crossing. Then `ρ₁` has the lower Compton peak and the higher kinetic energy. -/
theorem peak_lowered_and_kinetic_raised {ρ₀ ρ₁ : ℝ → ℝ} {p₀ P : ℝ}
    (h₀ : ContinuousOn ρ₀ (Icc 0 P)) (h₁ : ContinuousOn ρ₁ (Icc 0 P))
    (hc : SingleCrossing (fun p => ρ₀ p - ρ₁ p) p₀ P)
    (hN : electronNumber ρ₀ P = electronNumber ρ₁ P) :
    comptonProfile ρ₁ P 0 < comptonProfile ρ₀ P 0 ∧
      kineticEnergy ρ₀ P < kineticEnergy ρ₁ P := by
  have hP : 0 ≤ P := (hc.pos.trans hc.lt).le
  have hpi := Real.pi_pos
  have hint : ∀ ρ : ℝ → ℝ, ContinuousOn ρ (Icc 0 P) → ∀ n : ℕ,
      IntervalIntegrable (fun p => p ^ n * ρ p) volume 0 P := fun ρ h n =>
    ((continuous_pow n).continuousOn.mul h).intervalIntegrable_of_Icc hP
  -- moments of the difference are differences of moments
  have hdiff : ∀ n : ℕ, ∫ p in (0 : ℝ)..P, p ^ n * (ρ₀ p - ρ₁ p) =
      (∫ p in (0 : ℝ)..P, p ^ n * ρ₀ p) - ∫ p in (0 : ℝ)..P, p ^ n * ρ₁ p := by
    intro n
    rw [← intervalIntegral.integral_sub (hint ρ₀ h₀ n) (hint ρ₁ h₁ n)]
    refine intervalIntegral.integral_congr fun p _ => ?_
    ring
  have hkin : ∀ ρ : ℝ → ℝ,
      kineticEnergy ρ P = 2 * Real.pi * ∫ p in (0 : ℝ)..P, p ^ 4 * ρ p := by
    intro ρ
    unfold kineticEnergy
    rw [← intervalIntegral.integral_const_mul, ← intervalIntegral.integral_const_mul]
    refine intervalIntegral.integral_congr fun p _ => ?_
    ring
  have hN' : ∫ p in (0 : ℝ)..P, p ^ 2 * (ρ₀ p - ρ₁ p) = 0 := by
    rw [hdiff, sub_eq_zero]
    exact mul_left_cancel₀ (by positivity : 4 * Real.pi ≠ 0) hN
  have hpeak : 0 < ∫ p in (0 : ℝ)..P, p ^ 1 * (ρ₀ p - ρ₁ p) :=
    low_moment_pos (h₀.sub h₁) hc hN' (k := 1) (by norm_num)
  have hfour : ∫ p in (0 : ℝ)..P, p ^ 4 * (ρ₀ p - ρ₁ p) < 0 :=
    high_moment_neg (h₀.sub h₁) hc hN' (k := 4) (by norm_num)
  rw [hdiff] at hpeak hfour
  simp only [pow_one] at hpeak
  constructor
  · exact mul_lt_mul_of_pos_left (sub_pos.1 hpeak) (by positivity)
  · rw [hkin, hkin]
    exact mul_lt_mul_of_pos_left (sub_neg.1 hfour) (by positivity)
```

**Q.** Where does the lost peak height go?

**A.** The theorem below locates no balance, but it shows that the tail is nowhere lower. For \(p\ge q\ge p_0\) we have \(p\rho_0\le p\rho_1\), and integrating from \(q\) to \(P\) preserves the inequality.

```lean
/-- If the difference `ρ₀ - ρ₁` of two continuous momentum densities has a single crossing at
`p₀`, the Compton profile of `ρ₁` is at least that of `ρ₀` for all `q` from `p₀` to `P`. -/
theorem profile_tail_raised {ρ₀ ρ₁ : ℝ → ℝ} {p₀ P q : ℝ}
    (h₀ : ContinuousOn ρ₀ (Icc 0 P)) (h₁ : ContinuousOn ρ₁ (Icc 0 P))
    (hc : SingleCrossing (fun p => ρ₀ p - ρ₁ p) p₀ P) (hq : p₀ ≤ q) (hqP : q ≤ P) :
    comptonProfile ρ₀ P q ≤ comptonProfile ρ₁ P q := by
  have hq0 : 0 ≤ q := hc.pos.le.trans hq
  have hsub : Icc q P ⊆ Icc 0 P := Icc_subset_Icc_left hq0
  have hpi := Real.pi_pos
  refine mul_le_mul_of_nonneg_left ?_ (by positivity)
  refine intervalIntegral.integral_mono_on hqP
    ((continuousOn_id.mul (h₀.mono hsub)).intervalIntegrable_of_Icc hqP)
    ((continuousOn_id.mul (h₁.mono hsub)).intervalIntegrable_of_Icc hqP) fun p hp => ?_
  exact mul_le_mul_of_nonneg_left (sub_nonpos.1 (hc.high p ⟨hq.trans hp.1, hp.2⟩))
    (hq0.trans hp.1)
```

**Q.** Give me numbers.

**A.** The following pair illustrates the arithmetic and doesn't model a real correlated system, since \(\rho_1\) is a uniformly filled Fermi sphere. Take \(\rho_0=4-4p\) and \(\rho_1=1\) on \([0,1]\). Then \(D=3-4p\) crosses zero at \(3/4\), and

\[
\int_0^1p^2D\,dp=1-1=0,\quad
\int_0^1pD\,dp=\tfrac32-\tfrac43=\tfrac16,\quad
\int_0^1p^4D\,dp=\tfrac35-\tfrac23=-\tfrac1{15}.
\]

Both densities hold \(4\pi/3\) electrons. Per electron, the peak drops from \(1\) to \(3/4\) and the kinetic energy rises from \(1/5\) to \(3/10\). Lean confirms that this pair meets the crossing and number conditions.

```lean
/-- On `[0, 1]` the densities `4 - 4p` and `1` have equal electron number, and their
difference has a single crossing at `p = 3/4`. -/
theorem singleCrossing_witness :
    SingleCrossing (fun p => (4 - 4 * p) - 1) (3 / 4) 1 ∧
      electronNumber (fun p => 4 - 4 * p) 1 = electronNumber (fun _ => 1) 1 := by
  constructor
  · exact
      { pos := by norm_num
        lt := by norm_num
        nonzero := ⟨0, by norm_num, by norm_num⟩
        low := fun p hp => by linarith [hp.2]
        high := fun p hp => by linarith [hp.1] }
  · have e : (fun p : ℝ => p ^ 2 * (4 - 4 * p)) = fun p => 4 * p ^ 2 - 4 * p ^ 3 := by
      funext p
      ring
    unfold electronNumber
    rw [e, intervalIntegral.integral_sub
      (Continuous.intervalIntegrable (by fun_prop) _ _)
      (Continuous.intervalIntegrable (by fun_prop) _ _),
      intervalIntegral.integral_const_mul, intervalIntegral.integral_const_mul]
    simp only [mul_one, integral_pow]
    norm_num

end

end ComptonCorrelation
```

```lean
#print axioms ComptonCorrelation.peak_lowered_and_kinetic_raised
-- 'ComptonCorrelation.peak_lowered_and_kinetic_raised' depends on axioms: [propext, Classical.choice, Quot.sound]
#print axioms ComptonCorrelation.profile_tail_raised
-- 'ComptonCorrelation.profile_tail_raised' depends on axioms: [propext, Classical.choice, Quot.sound]
```

**Q.** Can I apply this to an electron gas?

**A.** Not as stated if a sharp Fermi step lies below the cutoff \(P\), because that density is then discontinuous on \([0,P]\). Isotropic atomic densities are continuous, but their tails extend beyond every finite \(P\), so the Lean theorem doesn't cover them exactly either. The reweighting argument extends to \([0,\infty)\) when both kinetic energies are finite, though that extension isn't formalised here. It then offers a consistency check on atomic calculations: once equal electron number and a single crossing are established, the signs of both changes are fixed.
